# Coefficients through third order of a product of matrix power series and of the propagator exp(tM)

The declaration concerns formal power series in the time t whose coefficients are complex square matrices of finite size. Its first part says that, for orders zero to three, each coefficient of a product fg is the sum of the products of a coefficient of f with one of g whose orders add up to the order sought, the factors kept in that order since matrices need not commute. Its second part says that the series for the propagator exp(tM), defined by the coefficients Mᵏ/k!, begins with 1, M, M²/2 and M³/6; M is any such matrix, and no convergence is claimed. The attempt writes each coefficient of the product as a sum over pairs of orders, lists the pairs explicitly for orders one to three, and lets `simp` add up the terms; for the propagator it reads the coefficients off the definition.

The first attempt, which Lean rejects:

```lean
import Mathlib

open Matrix
open scoped ComplexOrder

namespace LowCoeffs

noncomputable section

variable {n : Type*} [Fintype n] [DecidableEq n]

/-- The propagator `exp(tM)` as a power series in the time `t`, with coefficients `M ^ k / k!`. -/
def expSeries (M : Matrix n n ℂ) : PowerSeries (Matrix n n ℂ) :=
  PowerSeries.mk fun k => ((k.factorial : ℂ)⁻¹) • M ^ k

/-- The coefficients through third order of a product of two series in `t`, and those of
the propagator `exp(tM)`. -/
theorem low_coeffs :
    (∀ f g : PowerSeries (Matrix n n ℂ),
      f.coeff 0 * g.coeff 0 = (f * g).coeff 0 ∧
      f.coeff 0 * g.coeff 1 + f.coeff 1 * g.coeff 0 = (f * g).coeff 1 ∧
      f.coeff 0 * g.coeff 2 + (f.coeff 1 * g.coeff 1 + f.coeff 2 * g.coeff 0) =
        (f * g).coeff 2 ∧
      f.coeff 0 * g.coeff 3 + (f.coeff 1 * g.coeff 2 + (f.coeff 2 * g.coeff 1 +
        f.coeff 3 * g.coeff 0)) = (f * g).coeff 3) ∧
    (∀ M : Matrix n n ℂ, (expSeries M).coeff 0 = 1 ∧ (expSeries M).coeff 1 = M ∧
      (expSeries M).coeff 2 = (2 : ℂ)⁻¹ • (M * M) ∧
      (expSeries M).coeff 3 = (6 : ℂ)⁻¹ • (M * M * M)) := by
  constructor
  · intro f g
    refine ⟨?_, ?_, ?_, ?_⟩ <;> rw [PowerSeries.coeff_mul]
    · simp
    · rw [show Finset.antidiagonal 1 = {(0, 1), (1, 0)} from rfl]
      simp
    · rw [show Finset.antidiagonal 2 = {(0, 2), (1, 1), (2, 0)} from rfl]
      simp
    · rw [show Finset.antidiagonal 3 = {(0, 3), (1, 2), (2, 1), (3, 0)} from rfl]
      simp
  · intro M
    refine ⟨?_, ?_, ?_, ?_⟩ <;> rw [expSeries, PowerSeries.coeff_mk]
    · simp
    · simp
    · rw [pow_two, show Nat.factorial 2 = 2 from rfl, Nat.cast_ofNat]
    · rw [pow_three', show Nat.factorial 3 = 6 from rfl, Nat.cast_ofNat]

end

end LowCoeffs
```

The error:

```
Main.lean:33:35: error: numerals are data in Lean, but the expected type is a proposition
  Set.IsPWO ?m.318 : Prop
Main.lean:33:39: error(lean.synthInstanceFailed): failed to synthesize instance of type class
  Singleton (?m.335 × ?m.337) (Set.IsPWO ?m.319 → ?m.314 → Finset (?m.314 × ?m.314))

Hint: Type class instance resolution failures can be inspected with the `set_option trace.Meta.synthInstance true` command.
Main.lean:33:39: error(lean.synthInstanceFailed): failed to synthesize instance of type class
  Insert (?m.326 × ?m.328) (Set.IsPWO ?m.319 → ?m.314 → Finset (?m.314 × ?m.314))

Hint: Type class instance resolution failures can be inspected with the `set_option trace.Meta.synthInstance true` command.
Main.lean:35:35: error: numerals are data in Lean, but the expected type is a proposition
  Set.IsPWO ?m.352 : Prop
Main.lean:35:39: error(lean.synthInstanceFailed): failed to synthesize instance of type class
  Singleton (?m.378 × ?m.380) (Set.IsPWO ?m.353 → ?m.348 → Finset (?m.348 × ?m.348))

Hint: Type class instance resolution failures can be inspected with the `set_option trace.Meta.synthInstance true` command.
Main.lean:35:39: error(lean.synthInstanceFailed): failed to synthesize instance of type class
  Insert (?m.369 × ?m.371) (Set.IsPWO ?m.353 → ?m.348 → Finset (?m.348 × ?m.348))

Hint: Type class instance resolution failures can be inspected with the `set_option trace.Meta.synthInstance true` command.
Main.lean:35:39: error(lean.synthInstanceFailed): failed to synthesize instance of type class
  Insert (?m.360 × ?m.362) (Set.IsPWO ?m.353 → ?m.348 → Finset (?m.348 × ?m.348))

Hint: Type class instance resolution failures can be inspected with the `set_option trace.Meta.synthInstance true` command.
Main.lean:37:35: error: numerals are data in Lean, but the expected type is a proposition
  Set.IsPWO ?m.397 : Prop
Main.lean:37:39: error(lean.synthInstanceFailed): failed to synthesize instance of type class
  Singleton (?m.432 × ?m.434) (Set.IsPWO ?m.398 → ?m.393 → Finset (?m.393 × ?m.393))

Hint: Type class instance resolution failures can be inspected with the `set_option trace.Meta.synthInstance true` command.
Main.lean:37:39: error(lean.synthInstanceFailed): failed to synthesize instance of type class
  Insert (?m.423 × ?m.425) (Set.IsPWO ?m.398 → ?m.393 → Finset (?m.393 × ?m.393))

Hint: Type class instance resolution failures can be inspected with the `set_option trace.Meta.synthInstance true` command.
Main.lean:37:39: error(lean.synthInstanceFailed): failed to synthesize instance of type class
  Insert (?m.414 × ?m.416) (Set.IsPWO ?m.398 → ?m.393 → Finset (?m.393 × ?m.393))

Hint: Type class instance resolution failures can be inspected with the `set_option trace.Meta.synthInstance true` command.
Main.lean:37:39: error(lean.synthInstanceFailed): failed to synthesize instance of type class
  Insert (?m.405 × ?m.407) (Set.IsPWO ?m.398 → ?m.393 → Finset (?m.393 × ?m.393))

Hint: Type class instance resolution failures can be inspected with the `set_option trace.Meta.synthInstance true` command.
```

The name `Finset.antidiagonal` did not mean the function the proof wanted, the one that gives the pairs of natural numbers with a given sum. The messages show that it takes two proofs of `Set.IsPWO`, a property of sets, before the element. Lean therefore expected a proof where the numeral `1`, `2` or `3` stood, and said that numerals are data.

The other messages follow from this. With only one argument given, the left side of the equation was still a function awaiting two more, so the list of pairs on the right had to be a function too. The notation `{(0, 1), (1, 0)}` needs `Singleton` and `Insert` instances for its type, and Lean found none for that function type.

The repair writes `Finset.HasAntidiagonal.antidiagonal`, which takes the number itself and returns a finite set of pairs, so that both sides are finite sets and `rfl` proves them equal. The ascription `(1 : ℕ)`, and its like for 2 and 3, states outright that the number is a natural number; the messages do not show whether it was needed. The new line breaks are mere tidying.

Fix (accepted with no message):

```diff
@@ -31,9 +31,11 @@
     refine ⟨?_, ?_, ?_, ?_⟩ <;> rw [PowerSeries.coeff_mul]
     · simp
-    · rw [show Finset.antidiagonal 1 = {(0, 1), (1, 0)} from rfl]
+    · rw [show Finset.HasAntidiagonal.antidiagonal (1 : ℕ) = {(0, 1), (1, 0)} from rfl]
       simp
-    · rw [show Finset.antidiagonal 2 = {(0, 2), (1, 1), (2, 0)} from rfl]
+    · rw [show Finset.HasAntidiagonal.antidiagonal (2 : ℕ) =
+        {(0, 2), (1, 1), (2, 0)} from rfl]
       simp
-    · rw [show Finset.antidiagonal 3 = {(0, 3), (1, 2), (2, 1), (3, 0)} from rfl]
+    · rw [show Finset.HasAntidiagonal.antidiagonal (3 : ℕ) =
+        {(0, 3), (1, 2), (2, 1), (3, 0)} from rfl]
       simp
   · intro M
```
